# If one radial distribution of a core electron has a cumulative probability nowhere below another's, its mean of any nonincreasing function of radius is at least as large

The theorem `mean_le_mean` compares two probability distributions `P` and `Q` of a core electron's radius, both normalised and on the same finite grid of positive radii. It assumes that, for every `t`, the probability of a radius of at most `t` is at least as large in `P` as in `Q`. Then every real function `g` that is nonincreasing on the grid has at least as large a mean in `P` as in `Q`. The proof first shows that the grid is not empty, so that `g` has a least value on it. It then applies the summation by parts of `weighted_sum_nonneg` to the difference of the distributions, with `g` measured from that least value, which drops out by normalisation.

In Lean, a first try:

```lean
import Mathlib

open Finset

namespace MeanLeMean

noncomputable section

/-- A radial probability distribution of a core electron on a finite grid `R` of positive radii. -/
structure RadialDistribution (R : Finset ℝ) where
  prob : ℝ → ℝ
  radius_pos : ∀ r ∈ R, 0 < r
  prob_nonneg : ∀ r ∈ R, 0 ≤ prob r
  prob_sum : ∑ r ∈ R, prob r = 1

variable {R : Finset ℝ}

/-- The probability of finding the core electron at a radius of at most `t`. -/
def RadialDistribution.cumulative (P : RadialDistribution R) (t : ℝ) : ℝ :=
  ∑ r ∈ R with r ≤ t, P.prob r

/-- Summation by parts: if all partial sums of `d`, taken outwards in radius, are nonnegative,
then so is the sum of `d` weighted with a nonincreasing function `g` measured from a lower
bound `c`. -/
theorem weighted_sum_nonneg (S : Finset ℝ) (d : ℝ → ℝ) :
    (∀ t ∈ S, 0 ≤ ∑ r ∈ S with r ≤ t, d r) → ∀ (g : ℝ → ℝ) (c : ℝ),
    (∀ x ∈ S, ∀ y ∈ S, x ≤ y → g y ≤ g x) → (∀ r ∈ S, c ≤ g r) →
    0 ≤ ∑ r ∈ S, d r * (g r - c) := by
  induction S using Finset.induction_on_max with
  | empty => intros; simp
  | insert a S ha ih =>
    intro hd g c hg hc
    have hna : a ∉ S := fun h => lt_irrefl a (ha a h)
    have hS : ∀ t ∈ S, 0 ≤ ∑ r ∈ S with r ≤ t, d r := by
      intro t ht
      have h := hd t (mem_insert_of_mem ht)
      rwa [filter_insert, if_neg (not_le_of_gt (ha t ht))] at h
    -- inside the outermost radius `a`, measure `g` from its value at `a`
    have h1 := ih hS g (g a)
      (fun x hx y hy => hg x (mem_insert_of_mem hx) y (mem_insert_of_mem hy))
      (fun r hr => hg r (mem_insert_of_mem hr) a (mem_insert_self a S) (ha r hr).le)
    have h2 : 0 ≤ d a + ∑ r ∈ S, d r := by
      have h := hd a (mem_insert_self a S)
      have hf : (insert a S).filter (fun r => r ≤ a) = insert a S := by
        apply filter_true_of_mem
        intro x hx
        rcases mem_insert.mp hx with h' | h'
        · exact h'.le
        · exact (ha x h').le
      rwa [hf, sum_insert hna] at h
    have h3 := mul_nonneg h2 (sub_nonneg.mpr (hc a (mem_insert_self a S)))
    have h4 : ∑ r ∈ S, d r * (g r - c)
        = ∑ r ∈ S, d r * (g r - g a) + (∑ r ∈ S, d r) * (g a - c) := by
      rw [sum_mul, ← sum_add_distrib]
      exact sum_congr rfl (fun r _ => by ring)
    rw [sum_insert hna, h4]
    nlinarith [h1, h3]

/-- If the cumulative distribution of `P` is nowhere below that of `Q`, then every function that
is nonincreasing on the grid has at least as large a mean in `P` as in `Q`. -/
theorem mean_le_mean {P Q : RadialDistribution R}
    (h : ∀ t, Q.cumulative t ≤ P.cumulative t) (g : ℝ → ℝ)
    (hg : ∀ x ∈ R, ∀ y ∈ R, x ≤ y → g y ≤ g x) :
    ∑ r ∈ R, Q.prob r * g r ≤ ∑ r ∈ R, P.prob r * g r := by
  have hne : R.Nonempty := by
    by_contra hR
    have h1 := P.prob_sum
    rw [not_nonempty_iff_eq_empty.mp hR, sum_empty] at h1
    exact zero_ne_one h1
  obtain ⟨m, _, hm⟩ := exists_min_image R g hne
  have key := weighted_sum_nonneg R (fun r => P.prob r - Q.prob r)
    (fun t _ => by rw [sum_sub_distrib]; exact sub_nonneg.mpr (h t)) g (g m) hg hm
  -- the constant `g m` drops out because both distributions are normalised
  have e : ∑ r ∈ R, (P.prob r - Q.prob r) * (g r - g m)
      = ∑ r ∈ R, P.prob r * g r - ∑ r ∈ R, Q.prob r * g r
        - (∑ r ∈ R, P.prob r - ∑ r ∈ R, Q.prob r) * g m := by
    rw [← sum_sub_distrib, ← sum_sub_distrib, sum_mul, ← sum_sub_distrib]
    exact sum_congr rfl (fun r _ => by ring)
  rw [P.prob_sum, Q.prob_sum] at e
  linarith

end

end MeanLeMean
```

Compiling this gives:

```
Main.lean:68:8: error: Tactic `rewrite` failed: motive is not type correct:
  fun _a => ∑ r ∈ _a, P.prob r = 1
Error: Application type mismatch: The argument
  P
has type
  RadialDistribution R
but is expected to have type
  RadialDistribution _a
in the application
  P.prob

Explanation: The rewrite tactic rewrites an expression 'e' using an equality 'a = b' by the following process. First, it looks for all 'a' in 'e'. Second, it tries to abstract these occurrences of 'a' to create a function 'm := fun _a => ...', called the *motive*, with the property that 'm a' is definitionally equal to 'e'. Third, we observe that 'congrArg' implies that 'm a = m b', which can be used with lemmas such as 'Eq.mpr' to change the goal. However, if 'e' depends on specific properties of 'a', then the motive 'm' might not typecheck.

Possible solutions: use rewrite's 'occs' configuration option to limit which occurrences are rewritten, or use 'simp' or 'conv' mode, which have strategies for certain kinds of dependencies (these tactics can handle proofs and 'Decidable' instances whose types depend on the rewritten term, and 'simp' can apply user-defined '@[congr]' theorems as well).

R : Finset ℝ
P Q : RadialDistribution R
h : ∀ (t : ℝ), Q.cumulative t ≤ P.cumulative t
g : ℝ → ℝ
hg : ∀ x ∈ R, ∀ y ∈ R, x ≤ y → g y ≤ g x
hR : ¬R.Nonempty
h1 : ∑ r ∈ R, P.prob r = 1
⊢ False
```

What went wrong. The error arises in the proof that the grid is not empty. There `rw` is to replace `R` by `∅` in `h1`, which says that the probabilities sum to 1. It abstracts every occurrence of `R`, including the one that `P.prob` carries as an implicit argument. But `P` itself keeps the type `RadialDistribution R`, so `P.prob` no longer typechecks once that argument is a variable `_a`. This is what "motive is not type correct" means.

The repair leaves `R` in place. It shows by `sum_eq_zero` that the sum is 0, since any `r` in `R` would make `R` nonempty, against `hR`. Rewriting with `P.prob_sum` then replaces the sum as a whole, which no type depends on, and turns `h1` into `1 = 0`. The old proof was heading for `0 = 1`, so `one_ne_zero` takes the place of `zero_ne_one` in the last step.

As a diff, the version that Lean accepts:

```diff
@@ -65,7 +65,8 @@
   have hne : R.Nonempty := by
     by_contra hR
-    have h1 := P.prob_sum
-    rw [not_nonempty_iff_eq_empty.mp hR, sum_empty] at h1
-    exact zero_ne_one h1
+    have h1 : ∑ r ∈ R, P.prob r = 0 :=
+      sum_eq_zero (fun r hr => absurd ⟨r, hr⟩ hR)
+    rw [P.prob_sum] at h1
+    exact one_ne_zero h1
   obtain ⟨m, _, hm⟩ := exists_min_image R g hne
   have key := weighted_sum_nonneg R (fun r => P.prob r - Q.prob r)
```
